# A finite-dimensional, translation-invariant space of bounded wavefunctions on a chain is spanned by Bloch functions

**Q:** An electron of fixed energy moves along a periodic chain. A standing wave, a sum of two opposite Bloch waves, is bounded but generally isn't a Bloch wave itself. At a band edge, a solution can even grow linearly. Why should every bounded solution be a sum of Bloch waves?

**A:** Let W be a finite-dimensional complex space of bounded functions on the integers, mapped into itself by the translation

(Tψ)(x) = ψ(x + L).

First take a nonzero ψ in W with Tψ = μψ and |ψ| ≤ C. Repeated translation gives

ψ(x + nL) = μⁿ ψ(x).

Choose x with ψ(x) ≠ 0. If |μ| > 1, the right side outgrows C. If |μ| < 1, translating backwards gives

|ψ(x)| = |μ|ⁿ |ψ(x − nL)| ≤ |μ|ⁿ C → 0,

a contradiction. So |μ| = 1.

**Q:** T might still have Jordan blocks. That is the band-edge growth.

**A:** Suppose (T − μ)²ψ = 0 and set φ = (T − μ)ψ. Then Tφ = μφ, and if φ ≠ 0, the first step gives |μ| = 1. By induction on n ≥ 1,

ψ(x + nL) = μⁿ ψ(x) + n μⁿ⁻¹ φ(x),

because one more translation multiplies the right side by μ and adds φ(x + nL) = μⁿ φ(x). Hence

n |φ(x)| ≤ 2C for every n,

which forces φ = 0. If instead (T − μ)ᵏ⁺¹ψ = 0, induction on k applied to (T − μ)ψ gives (T − μ)²ψ = 0, and the same argument finishes. Over the complex numbers, generalized eigenspaces span W. They contain only true eigenvectors and zero, so Bloch functions span W.

**Q:** What do the formal objects stand for?

**A:** A wavefunction is a map `ℤ → ℂ`, one amplitude per site of an infinite chain, and `translation L` is T.

In Lean 4 with Mathlib:

```lean
import Mathlib

open Submodule

namespace BlochBasis

noncomputable section

/-- Translation of a wavefunction on the chain through `L` sites: `ψ(x)` becomes `ψ(x + L)`. -/
def translation (L : ℤ) : Module.End ℂ (ℤ → ℂ) where
  toFun ψ := fun x => ψ (x + L)
  map_add' _ _ := rfl
  map_smul' _ _ := rfl
```

Boundedness means one constant for all sites. Physically, the amplitude doesn't grow without limit along the chain; normalizability isn't required, so extended waves qualify.

```lean
/-- The space of bounded wavefunctions on the chain. -/
def boundedFunctions : Submodule ℂ (ℤ → ℂ) where
  carrier := {ψ | ∃ C : ℝ, ∀ x, ‖ψ x‖ ≤ C}
  zero_mem' := ⟨0, fun x => by simp⟩
  add_mem' := by
    rintro ψ φ ⟨C, hC⟩ ⟨D, hD⟩
    exact ⟨C + D, fun x => (norm_add_le _ _).trans (add_le_add (hC x) (hD x))⟩
  smul_mem' := by
    rintro c ψ ⟨C, hC⟩
    refine ⟨‖c‖ * C, fun x => ?_⟩
    rw [Pi.smul_apply, norm_smul]
    exact mul_le_mul_of_nonneg_left (hC x) (norm_nonneg c)
```

The multiplier μ may be any complex number here; when |μ| = 1, it is the textbook e^{ikL} with real k. It is not a chemical potential, and L is the translation length in sites, not the length of the chain.

```lean
/-- The Bloch condition `ψ(x + L) = μ ψ(x)` with multiplier `μ`. -/
def IsBloch (L : ℤ) (μ : ℂ) (ψ : ℤ → ℂ) : Prop := ∀ x, ψ (x + L) = μ * ψ x
```

`blochFunctions L W` collects the members of W whose multiplier is a phase. It also contains the zero function.

```lean
/-- The Bloch functions in `W` whose multiplier is a pure phase. -/
def blochFunctions (L : ℤ) (W : Submodule ℂ (ℤ → ℂ)) : Set (ℤ → ℂ) :=
  {ψ | ψ ∈ W ∧ ∃ μ : ℂ, ‖μ‖ = 1 ∧ IsBloch L μ ψ}
```

The main theorem, `span_blochFunctions`, assumes that W is finite-dimensional, that its members are bounded (`hb`) and that translation maps it into itself (`hW`). It concludes that the span of this set equals W. It is not a spectral decomposition of a Hamiltonian on square-summable states.

**Q:** Does L have to be positive?

**A:** No, any integer works. At L = 0 translation is the identity, every function is Bloch with μ = 1, and the statement is empty of physics. If W is one-dimensional, its nonzero members are already Bloch functions.

**Q:** Where does the proof use boundedness?

**A:** Twice. The first two lemmas are the iteration formula and the argument for |μ| = 1, with one `by_contra!` for each direction of growth.

```lean
/-- Translating a Bloch function `n` times multiplies it by `μ ^ n`. -/
theorem IsBloch.iterate {L : ℤ} {μ : ℂ} {ψ : ℤ → ℂ} (h : IsBloch L μ ψ) (n : ℕ) (x : ℤ) :
    ψ (x + n * L) = μ ^ n * ψ x := by
  induction n with
  | zero => simp
  | succ n ih =>
    have e : x + ((n + 1 : ℕ) : ℤ) * L = (x + n * L) + L := by push_cast; ring
    rw [e, h (x + n * L), ih, pow_succ]
    ring

/-- A bounded Bloch function on the chain that is not identically zero has a multiplier of
modulus one. -/
theorem IsBloch.norm_eq_one {L : ℤ} {μ : ℂ} {ψ : ℤ → ℂ} (h : IsBloch L μ ψ)
    (hb : ψ ∈ boundedFunctions) (h0 : ψ ≠ 0) : ‖μ‖ = 1 := by
  obtain ⟨C, hC⟩ := hb
  obtain ⟨x, hx⟩ := Function.ne_iff.1 h0
  have hp : 0 < ‖ψ x‖ := norm_pos_iff.2 hx
  have hCp : 0 < C := hp.trans_le (hC x)
  apply le_antisymm
  · -- a larger multiplier would make `ψ` outgrow `C` under repeated translation by `L`
    by_contra! hlt
    obtain ⟨n, hn⟩ := pow_unbounded_of_one_lt (C / ‖ψ x‖) hlt
    have e := hC (x + n * L)
    rw [h.iterate, norm_mul, norm_pow] at e
    rw [div_lt_iff₀ hp] at hn
    linarith
  · -- a smaller one would make it outgrow `C` under repeated translation by `-L`
    by_contra! hlt
    obtain ⟨n, hn⟩ := exists_pow_lt_of_lt_one (div_pos hp hCp) hlt
    rw [lt_div_iff₀ hCp] at hn
    have e := h.iterate n (x - n * L)
    rw [sub_add_cancel] at e
    have e2 : ‖ψ x‖ ≤ ‖μ‖ ^ n * C := by
      rw [e, norm_mul, norm_pow]
      exact mul_le_mul_of_nonneg_left (hC _) (by positivity)
    linarith
```

Next comes the linear growth, multiplied through by μ to avoid the exponent n − 1. Choosing n above 2C/|φ(x)| then gives the contradiction.

```lean
/-- Secular growth: if translation sends `ψ` to `μ ψ + φ` with `φ` a Bloch function of the same
multiplier, then `n` translations produce a term proportional to `n φ`. -/
theorem secular_growth {L : ℤ} {μ : ℂ} {ψ φ : ℤ → ℂ} (hφ : IsBloch L μ φ)
    (h : ∀ x, ψ (x + L) = μ * ψ x + φ x) (n : ℕ) (x : ℤ) :
    μ * ψ (x + n * L) = μ ^ n * (μ * ψ x + n * φ x) := by
  induction n with
  | zero => simp
  | succ n ih =>
    have e : x + ((n + 1 : ℕ) : ℤ) * L = (x + n * L) + L := by push_cast; ring
    rw [e, h (x + n * L), hφ.iterate]
    push_cast
    linear_combination μ * ih

/-- If translation sends a bounded `ψ` to `μ ψ + φ`, where `μ` is a phase and `φ` is a Bloch
function with multiplier `μ`, then `φ` vanishes. -/
theorem secular_term_eq_zero {L : ℤ} {μ : ℂ} {ψ φ : ℤ → ℂ} (hb : ψ ∈ boundedFunctions)
    (hμ : ‖μ‖ = 1) (hφ : IsBloch L μ φ) (h : ∀ x, ψ (x + L) = μ * ψ x + φ x) : φ = 0 := by
  obtain ⟨C, hC⟩ := hb
  funext x
  by_contra hx
  have hp : 0 < ‖φ x‖ := norm_pos_iff.2 hx
  obtain ⟨n, hn⟩ := exists_nat_gt (2 * C / ‖φ x‖)
  rw [div_lt_iff₀ hp] at hn
  have e : (n : ℂ) * φ x * μ ^ n = μ * ψ (x + n * L) - μ ^ n * (μ * ψ x) := by
    linear_combination -(secular_growth hφ h n x)
  have e2 := congrArg norm e
  have e3 := norm_sub_le (μ * ψ (x + n * L)) (μ ^ n * (μ * ψ x))
  rw [← e2] at e3
  simp only [norm_mul, norm_pow, hμ, one_pow, one_mul, mul_one, Complex.norm_natCast] at e3
  linarith [hC (x + n * L), hC x]
```

In the main proof, `step` is the induction on k that removes Jordan blocks, and `top` uses the spanning by generalized eigenspaces.

```lean
/-- A finite-dimensional space of bounded functions on the chain that is mapped into itself by
translation through `L` sites is spanned by its Bloch functions with multipliers of modulus one. -/
theorem span_blochFunctions (L : ℤ) (W : Submodule ℂ (ℤ → ℂ)) [FiniteDimensional ℂ W]
    (hb : W ≤ boundedFunctions) (hW : ∀ ψ ∈ W, translation L ψ ∈ W) :
    span ℂ (blochFunctions L W) = W := by
  apply le_antisymm (span_le.2 fun ψ h => h.1)
  let T : Module.End ℂ W := (translation L).restrict hW
  have hN : ∀ (μ : ℂ) (w : W) (x : ℤ),
      ((T - μ • (1 : Module.End ℂ W)) w).1 x = w.1 (x + L) - μ * w.1 x := fun _ _ _ => rfl
  have bloch : ∀ (μ : ℂ) (w : W), (T - μ • (1 : Module.End ℂ W)) w = 0 → IsBloch L μ w.1 := by
    intro μ w hw x
    have e := hN μ w x
    rw [hw] at e
    exact sub_eq_zero.1 e.symm
  -- boundedness excludes Jordan blocks
  have step : ∀ (μ : ℂ) (k : ℕ) (w : W), ((T - μ • (1 : Module.End ℂ W)) ^ k) w = 0 →
      (T - μ • (1 : Module.End ℂ W)) w = 0 := by
    intro μ k
    induction k with
    | zero =>
      intro w hw
      have hw0 : w = 0 := by simpa using hw
      rw [hw0, map_zero]
    | succ k ih =>
      intro w hw
      rw [pow_succ, Module.End.mul_apply] at hw
      have hφ := bloch μ _ (ih _ hw)
      by_contra hne
      have hne' : ((T - μ • (1 : Module.End ℂ W)) w).1 ≠ 0 := fun h => hne (Subtype.ext h)
      have hμ := hφ.norm_eq_one (hb (Subtype.property _)) hne'
      exact hne' (secular_term_eq_zero (hb w.2) hμ hφ fun x => by rw [hN]; ring)
  -- generalized eigenspaces span `W`, and they consist of Bloch functions
  have top : (⊤ : Submodule ℂ W) ≤ (span ℂ (blochFunctions L W)).comap W.subtype := by
    rw [← Module.End.iSup_maxGenEigenspace_eq_top T]
    refine iSup_le fun μ w hw => ?_
    obtain ⟨k, hk⟩ := Module.End.mem_maxGenEigenspace T μ w |>.1 hw
    have hB := bloch μ w (step μ k w hk)
    change w.1 ∈ span ℂ (blochFunctions L W)
    by_cases h0 : w.1 = 0
    · rw [h0]
      exact zero_mem _
    · exact subset_span ⟨w.2, μ, hB.norm_eq_one (hb w.2) h0, hB⟩
  intro ψ hψ
  exact top (mem_top : (⟨ψ, hψ⟩ : W) ∈ ⊤)
```

A linearly independent subset with the same span gives a basis.

```lean
/-- A finite-dimensional space of bounded functions on the chain that is mapped into itself by
translation through `L` sites has a basis of Bloch functions with multipliers of modulus one. -/
theorem exists_bloch_basis (L : ℤ) (W : Submodule ℂ (ℤ → ℂ)) [FiniteDimensional ℂ W]
    (hb : W ≤ boundedFunctions) (hW : ∀ ψ ∈ W, translation L ψ ∈ W) :
    ∃ b ⊆ blochFunctions L W, span ℂ b = W ∧ LinearIndependent ℂ ((↑) : b → ℤ → ℂ) := by
  obtain ⟨b, hs, hspan, hli⟩ := exists_linearIndependent ℂ (blochFunctions L W)
  exact ⟨b, hs, hspan.trans (span_blochFunctions L W hb hW), hli⟩
```

**Q:** And the electron?

**A:** Take the nearest-neighbour equation with real V and E, in units of the hopping.

```lean
/-- Solutions of the tight-binding equation `-ψ(x+1) - ψ(x-1) + V(x) ψ(x) = E ψ(x)`. -/
def solutions (V : ℤ → ℝ) (E : ℝ) : Submodule ℂ (ℤ → ℂ) where
  carrier := {ψ | ∀ x, -ψ (x + 1) - ψ (x - 1) + V x * ψ x = E * ψ x}
  zero_mem' := fun x => by simp
  add_mem' := by
    intro ψ φ hψ hφ x
    simp only [Pi.add_apply]
    linear_combination hψ x + hφ x
  smul_mem' := by
    intro c ψ hψ x
    simp only [Pi.smul_apply, smul_eq_mul]
    linear_combination c * hψ x
```

Two neighbouring values fix a solution, since the equation determines the next site on either side. The map to (ψ(0), ψ(1)) is therefore injective, and the solution space is finite-dimensional.

```lean
/-- The solutions of the tight-binding equation at a given energy form a finite-dimensional
space. -/
theorem finiteDimensional_solutions (V : ℤ → ℝ) (E : ℝ) :
    FiniteDimensional ℂ (solutions V E) := by
  let g : solutions V E →ₗ[ℂ] ℂ × ℂ :=
    { toFun := fun ψ => (ψ.1 0, ψ.1 1)
      map_add' := fun _ _ => rfl
      map_smul' := fun _ _ => rfl }
  refine Module.Finite.of_injective g ((injective_iff_map_eq_zero g).2 ?_)
  rintro ⟨ψ, hψ⟩ h
  -- two neighbouring zeros propagate along the chain in both directions
  have fwd : ∀ x, ψ x = 0 ∧ ψ (x + 1) = 0 → ψ (x + 1) = 0 ∧ ψ (x + 1 + 1) = 0 := by
    rintro x ⟨h0, h1⟩
    have e := hψ (x + 1)
    rw [add_sub_cancel_right, h0, h1] at e
    exact ⟨h1, by linear_combination -e⟩
  have bwd : ∀ x, ψ x = 0 ∧ ψ (x + 1) = 0 → ψ (x - 1) = 0 ∧ ψ (x - 1 + 1) = 0 := by
    rintro x ⟨h0, h1⟩
    have e := hψ x
    rw [h0, h1] at e
    exact ⟨by linear_combination -e, by rw [sub_add_cancel]; exact h0⟩
  have key : ∀ x : ℤ, ψ x = 0 ∧ ψ (x + 1) = 0 := by
    intro x
    refine Int.induction_on x ?_ ?_ ?_
    · exact ⟨congrArg Prod.fst h, congrArg Prod.snd h⟩
    · exact fun i hi => fwd _ hi
    · exact fun i hi => bwd _ hi
  exact Subtype.ext (funext fun x => (key x).1)
```

If V has period L, translation preserves the bounded solutions, and the main theorem applies.

```lean
/-- In a potential of period `L`, the bounded solutions of the tight-binding equation are spanned
by bounded Bloch solutions with multipliers of modulus one. -/
theorem bounded_solutions_span (L : ℤ) (V : ℤ → ℝ) (E : ℝ) (hV : ∀ x, V (x + L) = V x) :
    span ℂ (blochFunctions L (solutions V E ⊓ boundedFunctions)) =
      solutions V E ⊓ boundedFunctions := by
  have := finiteDimensional_solutions V E
  have : FiniteDimensional ℂ (solutions V E ⊓ boundedFunctions : Submodule ℂ (ℤ → ℂ)) :=
    Submodule.finiteDimensional_of_le inf_le_left
  refine span_blochFunctions L _ inf_le_right ?_
  rintro ψ ⟨hψ, C, hC⟩
  refine ⟨fun x => ?_, C, fun x => hC (x + L)⟩
  have e := hψ (x + L)
  rw [hV, show x + L + 1 = x + 1 + L by ring, show x + L - 1 = x - 1 + L by ring] at e
  exact e
```

So for this non-interacting chain, a calculation that finds all the Bloch waves with real k at a fixed energy has a spanning set for the bounded solutions at that energy. Describing a real crystal's electron by one amplitude per site remains a physical approximation.

**Q:** What if I allow linear growth?

**A:** Then spanning can fail. On the free chain at E = −2, ψ(x) = x is a solution:

−(x + 1) − (x − 1) = −2x.

A solution with ψ(x + 1) = μψ(x) satisfies

ψ(−1)(μ − 1)² = 0,

so either it vanishes at sites 0 and 1 or μ = 1. Both give ψ(1) = ψ(0), an equality that passes to the whole span but fails for ψ(x) = x.

```lean
/-- On the free chain at `E = -2` the function `ψ(x) = x` is a solution, but it is not in the span
of all the solutions that satisfy `ψ(x+1) = μ ψ(x)` for some complex `μ`. -/
theorem band_edge_not_spanned :
    (fun x : ℤ => (x : ℂ)) ∈ solutions (fun _ => 0) (-2) ∧
    (fun x : ℤ => (x : ℂ)) ∉
      span ℂ {ψ | ψ ∈ solutions (fun _ => 0) (-2) ∧ ∃ μ : ℂ, IsBloch 1 μ ψ} := by
  constructor
  · intro x
    push_cast
    ring
  · intro hmem
    -- every Bloch solution takes equal values at the sites 0 and 1
    let d : (ℤ → ℂ) →ₗ[ℂ] ℂ :=
      LinearMap.proj (R := ℂ) (φ := fun _ : ℤ => ℂ) 1 -
        LinearMap.proj (R := ℂ) (φ := fun _ : ℤ => ℂ) 0
    have hle : span ℂ {ψ | ψ ∈ solutions (fun _ => 0) (-2) ∧ ∃ μ : ℂ, IsBloch 1 μ ψ} ≤
        LinearMap.ker d := by
      refine span_le.2 ?_
      rintro ψ ⟨hψ, μ, hB⟩
      change ψ 1 - ψ 0 = 0
      have e : -ψ 1 - ψ (-1) + ((0 : ℝ) : ℂ) * ψ 0 = ((-2 : ℝ) : ℂ) * ψ 0 := hψ 0
      have h1 : ψ 1 = μ * ψ 0 := hB 0
      have h0 : ψ 0 = μ * ψ (-1) := by
        have h := hB (-1)
        rwa [show (-1 : ℤ) + 1 = 0 by norm_num] at h
      push_cast at e
      rw [h1, h0] at e
      have hz : ψ (-1) * (μ - 1) ^ 2 = 0 := by linear_combination -e
      rcases mul_eq_zero.1 hz with ha | hm
      · rw [h1, h0, ha]
        ring
      · have hm1 : μ - 1 = 0 := pow_eq_zero_iff (two_ne_zero) |>.1 hm
        rw [h1]
        linear_combination ψ 0 * hm1
    have hd : ((1 : ℤ) : ℂ) - ((0 : ℤ) : ℂ) = 0 := hle hmem
    norm_num at hd

end

end BlochBasis
```

```lean
#print axioms BlochBasis.span_blochFunctions
-- 'BlochBasis.span_blochFunctions' depends on axioms: [propext, Classical.choice, Quot.sound]
#print axioms BlochBasis.exists_bloch_basis
-- 'BlochBasis.exists_bloch_basis' depends on axioms: [propext, Classical.choice, Quot.sound]
#print axioms BlochBasis.bounded_solutions_span
-- 'BlochBasis.bounded_solutions_span' depends on axioms: [propext, Classical.choice, Quot.sound]
#print axioms BlochBasis.band_edge_not_spanned
-- 'BlochBasis.band_edge_not_spanned' depends on axioms: [propext, Classical.choice, Quot.sound]
```
